# The scaled Fourier integral over [0, R] tends to minus the nth derivative at R when all other endpoint derivatives up to order n vanish

If the endpoint terms are ignored, a function that is smooth inside a cutoff radius seems to have a rapidly decaying transform, and a plane-wave cutoff chosen on that basis can cut through a slow power-law tail. The theorems below identify the leading term of that tail for a one-dimensional Fourier integral over [0, R].

In Lean 4 with Mathlib:

```lean
import Mathlib

open Filter Topology
open scoped ContDiff

namespace TruncatedRadialTransform

noncomputable section

/-- The plane-wave factor `exp(-ikr)`. -/
def wave (k r : ℝ) : ℂ := Complex.exp (-(Complex.I * k * r))

/-- The Fourier integral of `g` over the finite radial interval from `0` to `R`. -/
def finiteTransform (R : ℝ) (g : ℝ → ℂ) (k : ℝ) : ℂ :=
  ∫ r in (0 : ℝ)..R, g r * wave k r

lemma norm_wave (k r : ℝ) : ‖wave k r‖ = 1 := by
  have h : -(Complex.I * k * r) = ((-(k * r) : ℝ) : ℂ) * Complex.I := by
    push_cast; ring
  rw [wave, h, Complex.norm_exp_ofReal_mul_I]

lemma norm_phase (k R : ℝ) : ‖Complex.exp (Complex.I * k * R)‖ = 1 := by
  have h : Complex.I * k * R = ((k * R : ℝ) : ℂ) * Complex.I := by
    push_cast; ring
  rw [h, Complex.norm_exp_ofReal_mul_I]

lemma hasDerivAt_wave (k r : ℝ) :
    HasDerivAt (wave k) (-(Complex.I * k) * wave k r) r := by
  have h1 := (hasDerivAt_id r).ofReal_comp.const_mul (-(Complex.I * (k : ℂ)))
  have h : HasDerivAt (fun x : ℝ => -(Complex.I * k * (x : ℂ))) (-(Complex.I * k)) r :=
    (h1.congr_deriv (by simp)).congr_of_eventuallyEq
      (Eventually.of_forall fun x => by simp)
  have h2 := h.cexp
  exact h2.congr_deriv (by simp only [wave]; ring)

lemma hasDerivAt_iter {g : ℝ → ℂ} (hg : ContDiff ℝ ∞ g) (m : ℕ) (r : ℝ) :
    HasDerivAt (iteratedDeriv m g) (iteratedDeriv (m + 1) g r) r := by
  rw [iteratedDeriv_succ]
  exact ((hg.differentiable_iteratedDeriv m
    (WithTop.coe_lt_coe.2 (ENat.natCast_lt_top m))) r).hasDerivAt

lemma continuous_iter {g : ℝ → ℂ} (hg : ContDiff ℝ ∞ g) (m : ℕ) :
    Continuous (iteratedDeriv m g) :=
  continuous_iff_continuousAt.2 fun r => (hasDerivAt_iter hg m r).continuousAt

/-- Integration by parts: multiplying the transform by `ik` gives the transform of the
derivative plus the contributions of the two endpoints. -/
theorem transform_by_parts (R k : ℝ) {f f' : ℝ → ℂ}
    (hf : ∀ r, HasDerivAt f (f' r) r) (hf' : Continuous f') :
    Complex.I * k * finiteTransform R f k =
      f 0 - f R * wave k R + finiteTransform R f' k := by
  have hw : Continuous (wave k) :=
    continuous_iff_continuousAt.2 fun r => (hasDerivAt_wave k r).continuousAt
  have hc : Continuous f := continuous_iff_continuousAt.2 fun r => (hf r).continuousAt
  have hd : ∀ r ∈ Set.uIcc 0 R, HasDerivAt (fun r => f r * wave k r)
      (f' r * wave k r - Complex.I * k * (f r * wave k r)) r := fun r _ =>
    ((hf r).fun_mul (hasDerivAt_wave k r)).congr_deriv (by ring)
  have i1 : IntervalIntegrable (fun r => f' r * wave k r) MeasureTheory.volume 0 R :=
    (hf'.mul hw).intervalIntegrable 0 R
  have i2 : IntervalIntegrable (fun r => Complex.I * k * (f r * wave k r))
      MeasureTheory.volume 0 R :=
    (continuous_const.mul (hc.mul hw)).intervalIntegrable 0 R
  have h := intervalIntegral.integral_eq_sub_of_hasDerivAt hd (i1.sub i2)
  rw [intervalIntegral.integral_sub i1 i2, intervalIntegral.integral_const_mul] at h
  have h0 : wave k 0 = 1 := by simp [wave]
  simp only [h0, mul_one] at h
  unfold finiteTransform
  linear_combination -h

/-- For `k > 0`, the modulus of the transform of a continuously differentiable function is at most a
constant over `k`, the constant being built from the endpoint values and the integral of the modulus
of the derivative. -/
theorem norm_transform_le {R k : ℝ} (hR : 0 ≤ R) (hk : 0 < k) {f f' : ℝ → ℂ}
    (hf : ∀ r, HasDerivAt f (f' r) r) (hf' : Continuous f') :
    ‖finiteTransform R f k‖ ≤ (‖f 0‖ + ‖f R‖ + ∫ r in (0 : ℝ)..R, ‖f' r‖) / k := by
  have hn : ‖finiteTransform R f k‖ * k = ‖Complex.I * k * finiteTransform R f k‖ := by
    rw [norm_mul, norm_mul, Complex.norm_I, Complex.norm_real, Real.norm_of_nonneg hk.le]
    ring
  have hi : ‖finiteTransform R f' k‖ ≤ ∫ r in (0 : ℝ)..R, ‖f' r‖ := by
    unfold finiteTransform
    refine (intervalIntegral.norm_integral_le_integral_norm hR).trans_eq ?_
    simp only [norm_mul, norm_wave, mul_one]
  have hb : ‖f R * wave k R‖ = ‖f R‖ := by rw [norm_mul, norm_wave, mul_one]
  rw [le_div_iff₀ hk, hn, transform_by_parts R k hf hf']
  have h1 := norm_add_le (f 0 - f R * wave k R) (finiteTransform R f' k)
  have h2 := norm_sub_le (f 0) (f R * wave k R)
  linarith

/-- If the derivatives of order below `n` vanish at both endpoints, multiplication of the
transform by `(ik)^n` gives the transform of the `n`th derivative. -/
theorem transform_iterate (R k : ℝ) {g : ℝ → ℂ} (hg : ContDiff ℝ ∞ g) (n : ℕ)
    (h0 : ∀ m < n, iteratedDeriv m g 0 = 0) (hR : ∀ m < n, iteratedDeriv m g R = 0) :
    (Complex.I * k) ^ n * finiteTransform R g k =
      finiteTransform R (iteratedDeriv n g) k := by
  induction n with
  | zero => simp [iteratedDeriv_zero]
  | succ n ih =>
    rw [pow_succ', mul_assoc, ih (fun m hm => h0 m (by omega)) (fun m hm => hR m (by omega)),
      transform_by_parts R k (hasDerivAt_iter hg n) (continuous_iter hg (n + 1)),
      h0 n (by omega), hR n (by omega)]
    simp

/-- With the derivatives of order below `n` vanishing at both endpoints, the scaled transform
minus the oscillating contribution of the origin tends to minus the `n`th derivative at `R`. -/
theorem endpoint_asymptotics {R : ℝ} (hR : 0 ≤ R) {g : ℝ → ℂ} (hg : ContDiff ℝ ∞ g) (n : ℕ)
    (h0 : ∀ m < n, iteratedDeriv m g 0 = 0) (hgR : ∀ m < n, iteratedDeriv m g R = 0) :
    Tendsto (fun k : ℝ => (Complex.I * k) ^ (n + 1) * Complex.exp (Complex.I * k * R) *
        finiteTransform R g k - Complex.exp (Complex.I * k * R) * iteratedDeriv n g 0)
      atTop (𝓝 (-iteratedDeriv n g R)) := by
  -- the remainder is the transform of the next derivative, of order 1/k
  have hz : Tendsto (fun k : ℝ => Complex.exp (Complex.I * k * R) *
      finiteTransform R (iteratedDeriv (n + 1) g) k) atTop (𝓝 0) := by
    have hC : Tendsto (fun k : ℝ => (‖iteratedDeriv (n + 1) g 0‖ +
        ‖iteratedDeriv (n + 1) g R‖ +
        ∫ r in (0 : ℝ)..R, ‖iteratedDeriv (n + 2) g r‖) / k) atTop (𝓝 0) :=
      tendsto_const_nhds.div_atTop tendsto_id
    refine squeeze_zero_norm' ?_ hC
    filter_upwards [eventually_gt_atTop 0] with k hk
    rw [norm_mul, norm_phase, one_mul]
    exact norm_transform_le hR hk (hasDerivAt_iter hg (n + 1)) (continuous_iter hg (n + 2))
  have hs := (tendsto_const_nhds (x := -iteratedDeriv n g R)).add hz
  rw [add_zero] at hs
  refine hs.congr fun k => ?_
  have he : Complex.exp (Complex.I * k * R) * wave k R = 1 := by
    rw [wave, ← Complex.exp_add, add_neg_cancel, Complex.exp_zero]
  have h1 := transform_iterate R k hg n h0 hgR
  have h2 := transform_by_parts R k (hasDerivAt_iter hg n) (continuous_iter hg (n + 1))
  linear_combination (-(Complex.exp (Complex.I * k * R) * Complex.I * k)) * h1 -
    Complex.exp (Complex.I * k * R) * h2 + iteratedDeriv n g R * he

/-- If the derivatives of order below `n` vanish at `0` and `R` and the `n`th vanishes at `0`,
then `(ik)^(n+1) exp(ikR)` times the transform tends to minus the `n`th derivative at `R`. -/
theorem cutoff_limit {R : ℝ} (hR : 0 < R) {g : ℝ → ℂ} (hg : ContDiff ℝ ∞ g) (n : ℕ)
    (h0 : ∀ m < n, iteratedDeriv m g 0 = 0) (hgR : ∀ m < n, iteratedDeriv m g R = 0)
    (hn : iteratedDeriv n g 0 = 0) :
    Tendsto (fun k : ℝ => (Complex.I * k) ^ (n + 1) * Complex.exp (Complex.I * k * R) *
      finiteTransform R g k) atTop (𝓝 (-iteratedDeriv n g R)) := by
  simpa only [hn, mul_zero, sub_zero] using endpoint_asymptotics hR.le hg n h0 hgR

/-- Converse: if the derivatives of order below `n` vanish at `0` and `R`, and `(ik)^(n+1) exp(ikR)`
times the transform has a limit at large `k`, the `n`th derivative vanishes at the origin. -/
theorem origin_deriv_eq_zero_of_tendsto {R : ℝ} (hR : 0 < R) {g : ℝ → ℂ}
    (hg : ContDiff ℝ ∞ g) (n : ℕ)
    (h0 : ∀ m < n, iteratedDeriv m g 0 = 0) (hgR : ∀ m < n, iteratedDeriv m g R = 0) {L : ℂ}
    (hL : Tendsto (fun k : ℝ => (Complex.I * k) ^ (n + 1) *
      Complex.exp (Complex.I * k * R) * finiteTransform R g k) atTop (𝓝 L)) :
    iteratedDeriv n g 0 = 0 := by
  obtain ⟨M, hM⟩ : ∃ M : ℂ, Tendsto (fun k : ℝ =>
      Complex.exp (Complex.I * k * R) * iteratedDeriv n g 0) atTop (𝓝 M) :=
    ⟨_, (hL.sub (endpoint_asymptotics hR.le hg n h0 hgR)).congr fun k => by ring⟩
  -- a shift of k by π/R reverses the sign of the oscillating term
  have hshift := hM.comp (tendsto_atTop_add_const_right atTop (Real.pi / R) tendsto_id)
  have hneg : Tendsto (fun k : ℝ =>
      Complex.exp (Complex.I * k * R) * iteratedDeriv n g 0) atTop (𝓝 (-M)) := by
    refine hshift.neg.congr fun k => ?_
    have hRc : (R : ℂ) ≠ 0 := by exact_mod_cast hR.ne'
    have e : Complex.I * ((k + Real.pi / R : ℝ) : ℂ) * R =
        Complex.I * k * R + Real.pi * Complex.I := by
      push_cast
      field_simp
    simp only [Function.comp_apply, id_eq]
    rw [e, Complex.exp_add, Complex.exp_pi_mul_I]
    ring
  have hMM : M = -M := tendsto_nhds_unique hM hneg
  have hM0 : M = 0 := by linear_combination (1 / 2 : ℂ) * hMM
  -- its modulus is constant, so the amplitude is zero
  have hc := hM.norm
  simp only [norm_mul, norm_phase, one_mul, hM0, norm_zero] at hc
  exact norm_eq_zero.1 (tendsto_nhds_unique tendsto_const_nhds hc)

/-- Under the conditions of the limit theorem, `k^(n+1)` times the modulus of the transform
tends to the modulus of the `n`th derivative at the cutoff radius. -/
theorem cutoff_tail {R : ℝ} (hR : 0 < R) {g : ℝ → ℂ} (hg : ContDiff ℝ ∞ g) (n : ℕ)
    (h0 : ∀ m < n, iteratedDeriv m g 0 = 0) (hgR : ∀ m < n, iteratedDeriv m g R = 0)
    (hn : iteratedDeriv n g 0 = 0) :
    Tendsto (fun k : ℝ => k ^ (n + 1) * ‖finiteTransform R g k‖) atTop
      (𝓝 ‖iteratedDeriv n g R‖) := by
  have h := (cutoff_limit hR hg n h0 hgR hn).norm
  rw [norm_neg] at h
  refine h.congr' ?_
  filter_upwards [eventually_gt_atTop 0] with k hk
  rw [norm_mul, norm_mul, norm_phase, norm_pow, norm_mul, Complex.norm_I, Complex.norm_real,
    Real.norm_of_nonneg hk.le, one_mul, mul_one]

end

end TruncatedRadialTransform
```

```lean
#print axioms TruncatedRadialTransform.endpoint_asymptotics
#print axioms TruncatedRadialTransform.origin_deriv_eq_zero_of_tendsto
#print axioms TruncatedRadialTransform.cutoff_tail
```

```
'TruncatedRadialTransform.endpoint_asymptotics' depends on axioms: [propext, Classical.choice, Quot.sound]
'TruncatedRadialTransform.origin_deriv_eq_zero_of_tendsto' depends on axioms: [propext, Classical.choice, Quot.sound]
'TruncatedRadialTransform.cutoff_tail' depends on axioms: [propext, Classical.choice, Quot.sound]
```

Write g⁽ᵐ⁾ for the mth derivative of g, with g⁽⁰⁾ = g, and

T[f](k) = ∫₀ᴿ f(r) e^{-ikr} dr.

In the file, `wave k r` is e^{-ikr}, `finiteTransform R f k` is T[f](k), and `iteratedDeriv m g` is g⁽ᵐ⁾. The main theorem, `cutoff_limit`, takes R > 0 and a complex function g that is smooth on the whole real line (`ContDiff ℝ ∞ g`). The hypotheses `h0` and `hgR` make the derivatives of order below n vanish at 0 and at R, and `hn` makes g⁽ⁿ⁾(0) vanish. The conclusion is

(ik)ⁿ⁺¹ e^{ikR} T[g](k) → -g⁽ⁿ⁾(R) as k → +∞.

For n = 0 the first two conditions are empty, and only g(0) = 0 is required.

The cutoff is in the integration limits: g continues smoothly past R, but the integral stops there. If g⁽ⁿ⁾(R) is nonzero, the nth derivative of the truncated function therefore jumps at R, from g⁽ⁿ⁾(R) to 0. `cutoff_tail` gives the size of its effect:

kⁿ⁺¹ |T[g](k)| → |g⁽ⁿ⁾(R)|.

A step at R thus gives a 1/k tail and a kink a 1/k² tail, provided that the origin conditions hold. If g⁽ⁿ⁾(R) = 0, the theorem says only that the decay is faster than 1/kⁿ⁺¹.

In electronic structure, this bears on the plane-wave convergence of s-type radial functions f truncated at R, through the one-dimensional integral with g(r) = r f(r). The transform here has no normalisation prefactor, no r² weight and no spherical Bessel function. The s-wave Bessel transform given at the end carries a further factor 1/k, so a step in f at R gives it an oscillating tail of order 1/k², not 1/k. For n ≥ 1 the origin conditions of `cutoff_limit` include g′(0) = f(0) = 0, which excludes s-type functions that are nonzero at the origin, such as a 1s orbital. For these, f(0) adds a term to T[g] that is absent from the s-wave Bessel transform discussed at the end.

The derivation starts from the product rule:

d/dr [f(r) e^{-ikr}] = f′(r) e^{-ikr} - ik f(r) e^{-ikr}.

Integrating from 0 to R and rearranging gives

ik T[f] = f(0) - f(R) e^{-ikR} + T[f′].

This is `transform_by_parts`, where the fundamental theorem of calculus supplies the integral and `linear_combination` does the rearrangement. Applied in turn to g, g′, …, g⁽ⁿ⁻¹⁾, it has no boundary terms, so

(ik)ⁿ T[g] = T[g⁽ⁿ⁾].

`transform_iterate` proves this by induction on n. One further integration by parts, multiplied by e^{ikR}, gives the exact identity

(ik)ⁿ⁺¹ e^{ikR} T[g] = e^{ikR} g⁽ⁿ⁾(0) - g⁽ⁿ⁾(R) + e^{ikR} T[g⁽ⁿ⁺¹⁾].

The last term must be shown to vanish. Since |e^{-ikr}| = 1, taking moduli in the integration-by-parts formula gives, for k > 0,

|T[f]| ≤ (|f(0)| + |f(R)| + ∫₀ᴿ |f′(r)| dr) / k,

which is `norm_transform_le`. With f = g⁽ⁿ⁺¹⁾ the numerator does not depend on k, so the remainder is squeezed to zero. `endpoint_asymptotics` records the result with the origin term e^{ikR} g⁽ⁿ⁾(0) still subtracted; setting g⁽ⁿ⁾(0) = 0 gives `cutoff_limit`. Taking moduli then gives `cutoff_tail`, because |e^{ikR}| = 1 and |ik| = k for k > 0.

The condition at the origin is also necessary. Suppose that the other hypotheses hold and the scaled transform has some limit. Subtracting the asymptotics shows that A(k) = e^{ikR} g⁽ⁿ⁾(0) also has a limit, M. Replacing k by k + π/R multiplies A by e^{iπ} = -1, so M = -M and M = 0. But |A(k)| = |g⁽ⁿ⁾(0)| for every k, hence g⁽ⁿ⁾(0) = 0. This is `origin_deriv_eq_zero_of_tendsto`, with uniqueness of limits used once for M and once for the modulus.

The statement could also have been modelled with the kernel sin(kr), which is closer to the s-wave Bessel transform because

∫₀ᴿ r² f(r) j₀(kr) dr = (1/k) ∫₀ᴿ r f(r) sin(kr) dr, with j₀(x) = sin(x)/x.

Odd-order derivatives of g at the origin would then drop out of the boundary terms, which weakens the conditions there. In exchange, the contribution from R would carry a factor sin(kR) or cos(kR), which no single phase factor removes, so the result would be an oscillating asymptotic form in place of a limit.
